# A linearly coupled harmonic bath with counter-term never lowers the Euclidean action of a path

In mass-weighted coordinates, let a system path have amplitude q in an orthonormal real Fourier mode of Matsubara frequency ν, and couple the system linearly to finitely many harmonic oscillators with frequencies w_j > 0 and real couplings c_j. With the counter-term included, the minimum of the bath action over the oscillator amplitudes x_j is

(q²/2) K(ν),  K(ν) = Σ_j c_j² ν² / (w_j² (w_j² + ν²)) ≥ 0.

For a continuous bath with the Ohmic spectral density J(w) = γw, in the convention where a discrete bath has J(w) = (π/2) Σ_j (c_j²/w_j) δ(w − w_j), the corresponding kernel is γ|ν|.

In instanton theory a path with Euclidean action S carries the exponential weight exp(−S/ħ). For this harmonic, linearly coupled bath, the result says that relaxing the bath around a fixed system path leaves an action no smaller than the bare one. It does not compare the instantons found with and without the bath, and it does not treat the prefactor of the rate.

```lean
import Mathlib

open MeasureTheory Filter
open scoped Real Topology

namespace InstantonBath

noncomputable section
```

## The bath action at one frequency

In mass-weighted coordinates, oscillator j contributes to the Euclidean action the integral over one period in imaginary time τ of

(dx_j/dτ)²/2 + (w_j²/2) (x_j − c_j q/w_j²)².

Expand x_j(τ) and q(τ) in orthonormal real Fourier modes. The kinetic term then gives ν² x_j²/2 at frequency ν, and expanding the square gives the other terms. From here on, x_j and q denote the amplitudes of one such mode, whose bath action is

Σ_j [ (ν² + w_j²) x_j²/2 − c_j x_j q + c_j² q²/(2 w_j²) ].

The last term is the counter-term. It represents the choice that coupling to the bath should leave the static potential of the system unchanged.

Setting the derivative with respect to x_j to zero gives (ν² + w_j²) x_j = c_j q, so the candidate for the minimum is

x_j = c_j q / (w_j² + ν²).

```lean
/-- Bath amplitudes `c_j q / (w_j² + ν²)` that follow a system amplitude `q` at Matsubara
frequency `ν`, for nonzero bath frequencies `w_j`. -/
def relaxedBath {ι : Type*} (w c : ι → ℝ) (ν q : ℝ) : ι → ℝ :=
  fun j => c j * q / (w j ^ 2 + ν ^ 2)
```

The type `ι` labels the oscillators, and `w` and `c` are real-valued functions on it. The frequency `ν` may be any real number, so the Matsubara values 2πn/(ħβ), with n an integer and β the inverse temperature, are a special case. The action itself is written as above.

```lean
variable {ι κ : Type*} [Fintype ι] [Fintype κ]

/-- Euclidean action of the bath amplitudes `x` at Matsubara frequency `ν`, coupled linearly to
the system amplitude `q`, with the counter-term; the bath frequencies `w_j` are nonzero. -/
def bathAction (w c : ι → ℝ) (ν q : ℝ) (x : ι → ℝ) : ℝ :=
  ∑ j, ((ν ^ 2 + w j ^ 2) * x j ^ 2 / 2 - c j * x j * q + c j ^ 2 * q ^ 2 / (2 * w j ^ 2))
```

The coefficient that will multiply q²/2 at the minimum is the damping kernel K(ν).

```lean
/-- Damping kernel of a finite bath with nonzero frequencies `w_j` and couplings `c_j`. -/
def dampingKernel (w c : ι → ℝ) (ν : ℝ) : ℝ :=
  ∑ j, c j ^ 2 * ν ^ 2 / (w j ^ 2 * (w j ^ 2 + ν ^ 2))
```

A path with several Fourier modes, labelled by k, has system amplitudes q_k at frequencies ν_k and bath amplitudes x_kj. Its total action is

S(q) + Σ_k (bath action of mode k).

```lean
/-- Action of a path with Fourier amplitudes `q_k` at frequencies `ν_k`: the bare system action
`S` plus the bath action of every mode, for nonzero bath frequencies. -/
def totalAction (S : (κ → ℝ) → ℝ) (w c : ι → ℝ) (ν q : κ → ℝ) (x : κ → ι → ℝ) : ℝ :=
  S q + ∑ k, bathAction w c (ν k) (q k) (x k)
```

The bare action `S` is an arbitrary function of all the system amplitudes, so an anharmonic barrier that mixes the modes is allowed. The label type `κ` is finite, which means that the path is represented by finitely many modes. Sine and cosine modes of the same frequency have separate labels.

For a continuous bath, the couplings are collected in a spectral density with the convention

J(w) = (π/2) Σ_j (c_j²/w_j) δ(w − w_j).

Inserting this density in an integral over w > 0 turns the sum for K(ν) into

(2/π) ∫ (J(w)/w) ν²/(w² + ν²) dw.

```lean
/-- Damping kernel of a continuous bath with spectral density `J`, as an integral over the
positive bath frequencies. -/
def spectralKernel (J : ℝ → ℝ) (ν : ℝ) : ℝ :=
  2 / π * ∫ w in Set.Ioi (0 : ℝ), J w / w * (ν ^ 2 / (w ^ 2 + ν ^ 2))
```

## Completing the square

Take one oscillator and write a_j = w_j² + ν², which is positive. The terms that contain x_j are

a_j x_j²/2 − c_j x_j q = (a_j/2) (x_j − c_j q/a_j)² − c_j² q²/(2a_j).

The remainder combines with the counter-term:

c_j² q²/(2w_j²) − c_j² q²/(2a_j) = (c_j² q²/2) (a_j − w_j²)/(w_j² a_j) = (q²/2) c_j² ν²/(w_j² (w_j² + ν²)).

Summing over j gives the damping term plus a quadratic cost for every departure from the relaxed bath.

```lean
/-- Completing the square: for positive bath frequencies the bath action is the damping term plus
a quadratic cost for departing from the relaxed bath. -/
theorem bathAction_eq {w : ι → ℝ} (hw : ∀ j, 0 < w j) (c : ι → ℝ) (ν q : ℝ) (x : ι → ℝ) :
    bathAction w c ν q x = q ^ 2 / 2 * dampingKernel w c ν
      + ∑ j, (w j ^ 2 + ν ^ 2) / 2 * (x j - relaxedBath w c ν q j) ^ 2 := by
  unfold bathAction dampingKernel
  rw [Finset.mul_sum, ← Finset.sum_add_distrib]
  refine Finset.sum_congr rfl fun j _ => ?_
  have h0 := hw j
  have h1 : w j ≠ 0 := h0.ne'
  have h2 : w j ^ 2 + ν ^ 2 ≠ 0 := by positivity
  simp only [relaxedBath]
  field_simp
  ring
```

The proof gathers both sides into single sums over j and compares them term by term. Once the denominators are known to be nonzero, `field_simp` clears them and `ring` checks the remaining polynomial identity.

## The minimum and its only minimiser

Every squared departure has the positive coefficient a_j/2. The bath action is therefore at least (q²/2) K(ν), and it takes this value when all the departures vanish.

```lean
/-- For positive bath frequencies, the minimum of the bath action over all bath amplitudes is
`q²/2` times the damping kernel. -/
theorem bathAction_isLeast {w : ι → ℝ} (hw : ∀ j, 0 < w j) (c : ι → ℝ) (ν q : ℝ) :
    IsLeast (Set.range (bathAction w c ν q)) (q ^ 2 / 2 * dampingKernel w c ν) := by
  constructor
  · exact ⟨relaxedBath w c ν q, by rw [bathAction_eq hw]; simp⟩
  · rintro _ ⟨x, rfl⟩
    rw [bathAction_eq hw]
    exact le_add_of_nonneg_right (Finset.sum_nonneg fun j _ => by positivity)
```

`Set.range (bathAction w c ν q)` is the set of values that the bath action takes as the amplitudes vary. `IsLeast` says that the stated number belongs to this set and bounds it from below. The two halves of the proof supply the relaxed bath as a witness and the nonnegativity of the squares.

For uniqueness, suppose that the minimum is attained at x. Then

Σ_j (a_j/2) (x_j − c_j q/a_j)² = 0.

A finite sum of nonnegative terms vanishes only if each term does, and since a_j > 0 this forces x_j = c_j q/a_j for every j.

```lean
/-- For positive bath frequencies, the relaxed bath is the only configuration that attains the
minimum of the bath action. -/
theorem bathAction_eq_min_iff {w : ι → ℝ} (hw : ∀ j, 0 < w j) (c : ι → ℝ) (ν q : ℝ)
    (x : ι → ℝ) :
    bathAction w c ν q x = q ^ 2 / 2 * dampingKernel w c ν ↔ x = relaxedBath w c ν q := by
  have hn : ∀ j ∈ Finset.univ,
      0 ≤ (w j ^ 2 + ν ^ 2) / 2 * (x j - relaxedBath w c ν q j) ^ 2 :=
    fun j _ => by positivity
  rw [bathAction_eq hw, add_eq_left, Finset.sum_eq_zero_iff_of_nonneg hn]
  constructor
  · intro h
    funext j
    have h0 := hw j
    have h2 : 0 < (w j ^ 2 + ν ^ 2) / 2 := by positivity
    have h3 := (mul_eq_zero.mp (h j (Finset.mem_univ j))).resolve_left h2.ne'
    exact sub_eq_zero.mp ((pow_eq_zero_iff two_ne_zero).mp h3)
  · rintro rfl j _
    simp
```

## When the damping kernel is positive

Each term of K(ν) is a quotient of nonnegative numbers, so K(ν) ≥ 0.

```lean
/-- The damping kernel of a finite bath is never negative. -/
theorem dampingKernel_nonneg (w c : ι → ℝ) (ν : ℝ) : 0 ≤ dampingKernel w c ν :=
  Finset.sum_nonneg fun j _ => by positivity
```

With w_j > 0, the term c_j² ν²/(w_j² (w_j² + ν²)) is positive exactly when c_j ≠ 0 and ν ≠ 0. Since the other terms cannot cancel it, K(ν) > 0 exactly when ν ≠ 0 and at least one oscillator is coupled.

```lean
/-- For positive bath frequencies, the damping kernel is positive exactly when the Matsubara
frequency is nonzero and at least one oscillator is coupled. -/
theorem dampingKernel_pos_iff {w : ι → ℝ} (hw : ∀ j, 0 < w j) (c : ι → ℝ) (ν : ℝ) :
    0 < dampingKernel w c ν ↔ ν ≠ 0 ∧ ∃ j, c j ≠ 0 := by
  constructor
  · intro h
    refine ⟨?_, ?_⟩
    · rintro rfl
      simp [dampingKernel] at h
    · by_contra hc
      have hc' : ∀ j, c j = 0 := fun j => by_contra fun hj => hc ⟨j, hj⟩
      simp [dampingKernel, hc'] at h
  · rintro ⟨hν, j, hj⟩
    have h0 := hw j
    exact Finset.sum_pos' (fun i _ => by positivity) ⟨j, Finset.mem_univ j, by positivity⟩
```

At ν = 0 the kernel vanishes whatever the couplings are. A static displacement of the system lets the bath follow completely, and the counter-term removes the energy shift that would otherwise remain.

## Relaxing the bath along a whole path

The amplitudes x_kj of different modes can be varied independently, and the bath action contains no products between modes. The minimum of the sum is therefore the sum of the minima:

min over x of the total action = S(q) + Σ_k (q_k²/2) K(ν_k).

```lean
/-- For positive bath frequencies, minimising the total action over the bath at a fixed system
path leaves the bare action plus one damping term for each Fourier mode. -/
theorem totalAction_isLeast (S : (κ → ℝ) → ℝ) {w : ι → ℝ} (hw : ∀ j, 0 < w j) (c : ι → ℝ)
    (ν q : κ → ℝ) :
    IsLeast (Set.range (totalAction S w c ν q))
      (S q + ∑ k, q k ^ 2 / 2 * dampingKernel w c (ν k)) := by
  constructor
  · refine ⟨fun k => relaxedBath w c (ν k) (q k), ?_⟩
    unfold totalAction
    rw [Finset.sum_congr rfl fun k _ => (bathAction_eq_min_iff hw c (ν k) (q k) _).mpr rfl]
  · rintro _ ⟨x, rfl⟩
    exact add_le_add le_rfl (Finset.sum_le_sum fun k _ =>
      (bathAction_isLeast hw c (ν k) (q k)).2 (Set.mem_range_self (x k)))
```

The system amplitudes `q` are held fixed throughout. The witness is the relaxed bath in every mode, and the lower bound adds up the single-mode bounds from `bathAction_isLeast`.

The bath raises the action strictly when this sum of damping terms is positive. All its terms are nonnegative, so that happens exactly when some k has q_k ≠ 0 and K(ν_k) > 0, which means q_k ≠ 0, ν_k ≠ 0 and some c_j ≠ 0.

```lean
/-- For positive bath frequencies, the total action exceeds the bare action for every bath
configuration exactly when the path has a nonzero amplitude at some nonzero frequency and at
least one oscillator is coupled. -/
theorem bath_raises_action_iff (S : (κ → ℝ) → ℝ) {w : ι → ℝ} (hw : ∀ j, 0 < w j) (c : ι → ℝ)
    (ν q : κ → ℝ) :
    (∀ x, S q < totalAction S w c ν q x) ↔ ∃ k, ν k ≠ 0 ∧ q k ≠ 0 ∧ ∃ j, c j ≠ 0 := by
  have hL := totalAction_isLeast S hw c ν q
  constructor
  · intro h
    by_contra hc
    obtain ⟨x, hx⟩ := hL.1
    have hlt := h x
    rw [hx] at hlt
    -- without such a mode every damping term vanishes
    have hz : ∑ k, q k ^ 2 / 2 * dampingKernel w c (ν k) = 0 := by
      refine Finset.sum_eq_zero fun k _ => ?_
      by_cases hq : q k = 0
      · simp [hq]
      · have hK : ¬ 0 < dampingKernel w c (ν k) := fun hp =>
          hc ⟨k, ((dampingKernel_pos_iff hw c _).mp hp).1, hq,
            ((dampingKernel_pos_iff hw c _).mp hp).2⟩
        rw [le_antisymm (not_lt.mp hK) (dampingKernel_nonneg w c (ν k)), mul_zero]
    linarith
  · rintro ⟨k, hν, hq, hj⟩ x
    have h1 := hL.2 (Set.mem_range_self x)
    have h2 : 0 < ∑ k, q k ^ 2 / 2 * dampingKernel w c (ν k) :=
      Finset.sum_pos' (fun i _ => mul_nonneg (by positivity) (dampingKernel_nonneg w c (ν i)))
        ⟨k, Finset.mem_univ k,
          mul_pos (by positivity) ((dampingKernel_pos_iff hw c _).mpr ⟨hν, hj⟩)⟩
    linarith
```

The left-hand side of the equivalence demands that the total action exceed S(q) for every bath configuration, not only for the relaxed one. Because the minimum is attained, this is the same as asking that the minimum exceed S(q). In the forward direction the proof argues by contradiction: without a suitable mode every damping term is zero, so the minimising configuration has total action exactly S(q). In the other direction, one positive damping term lifts the lower bound above S(q).

## From a spectral density to a discrete bath

A simulation with explicit oscillators needs a finite set of frequencies. Choose points w_j > 0 with quadrature weights Δ_j, and fix the couplings by

c_j² = (2/π) w_j J(w_j) Δ_j.

Substituting this in one term of the kernel gives

c_j² ν²/(w_j² (w_j² + ν²)) = (2/π) (J(w_j)/w_j) (ν²/(w_j² + ν²)) Δ_j,

and the sum over j is the quadrature sum for the continuum integral.

```lean
/-- If a spectral density `J` is discretised at positive frequencies `w_j` with weights `Δ_j` by
`c_j² = (2/π) w_j J(w_j) Δ_j`, the damping kernel is the quadrature sum of the continuum one. -/
theorem dampingKernel_discretised {w : ι → ℝ} (hw : ∀ j, 0 < w j) (c Δ : ι → ℝ) (J : ℝ → ℝ)
    (hc : ∀ j, c j ^ 2 = 2 / π * w j * J (w j) * Δ j) (ν : ℝ) :
    dampingKernel w c ν
      = 2 / π * ∑ j, J (w j) / w j * (ν ^ 2 / (w j ^ 2 + ν ^ 2)) * Δ j := by
  unfold dampingKernel
  rw [Finset.mul_sum]
  refine Finset.sum_congr rfl fun j _ => ?_
  have h0 := hw j
  have h1 : w j ≠ 0 := h0.ne'
  have h2 : w j ^ 2 + ν ^ 2 ≠ 0 := by positivity
  rw [hc j]
  field_simp
```

The hypothesis `hc` is the coupling rule, which requires J(w_j) Δ_j ≥ 0 at each point. The identity holds for any such grid, however coarse, and gives the kernel that the finite harmonic bath really has. It contains no estimate of the quadrature error and no limit of a refined grid.

## The Lorentzian integral

For ν > 0, differentiate ν arctan(w/ν) with respect to w:

d/dw [ν arctan(w/ν)] = ν · (1/ν) / (1 + w²/ν²) = ν²/(w² + ν²).

The antiderivative is 0 at w = 0 and tends to νπ/2 as w → ∞, hence

∫ ν²/(w² + ν²) dw over w > 0 = πν/2.

```lean
/-- For `ν > 0` the Lorentzian `ν²/(w² + ν²)` is integrable over positive frequencies, with
integral `πν/2`. -/
theorem lorentzian_integral {ν : ℝ} (hν : 0 < ν) :
    IntegrableOn (fun w : ℝ => ν ^ 2 / (w ^ 2 + ν ^ 2)) (Set.Ioi 0) ∧
      ∫ w in Set.Ioi (0 : ℝ), ν ^ 2 / (w ^ 2 + ν ^ 2) = π / 2 * ν := by
  -- the antiderivative is `ν arctan (w/ν)`
  have hd : ∀ w ∈ Set.Ici (0 : ℝ),
      HasDerivAt (fun w : ℝ => ν * Real.arctan (w / ν)) (ν ^ 2 / (w ^ 2 + ν ^ 2)) w := by
    intro w _
    refine ((((hasDerivAt_id' w).div_const ν).arctan).const_mul ν).congr_deriv ?_
    field_simp
    ring
  have hp : ∀ w ∈ Set.Ioi (0 : ℝ), 0 ≤ ν ^ 2 / (w ^ 2 + ν ^ 2) := fun w _ => by positivity
  have ht : Tendsto (fun w : ℝ => ν * Real.arctan (w / ν)) atTop (𝓝 (ν * (π / 2))) :=
    ((Real.tendsto_arctan_atTop.mono_right nhdsWithin_le_nhds).comp
      (tendsto_id.atTop_div_const hν)).const_mul ν
  refine ⟨integrableOn_Ioi_deriv_of_nonneg' hd hp ht, ?_⟩
  have h := integral_Ioi_of_hasDerivAt_of_nonneg' hd hp ht
  simp only [zero_div, Real.arctan_zero, mul_zero, sub_zero] at h
  rw [h]
  ring
```

In the proof, `hd` is the derivative, `hp` the nonnegativity of the integrand and `ht` the limit at infinity. A nonnegative derivative whose antiderivative has a finite limit is integrable, and the same three facts give the value. Lean assigns the value 0 to an integral that does not converge, so the positive value πν/2 already implies integrability; the theorem states it explicitly.

## Ohmic friction gives γ|ν|

For J(w) = γw the ratio J(w)/w is the constant γ. Since ν² = |ν|², the previous integral applies with |ν| in place of ν when ν ≠ 0:

(2/π) γ ∫ |ν|²/(w² + |ν|²) dw = (2/π) γ (π/2) |ν| = γ|ν|.

At ν = 0 the integrand vanishes, and so does γ|ν|.

```lean
/-- The Ohmic spectral density `J(w) = γw` has the damping kernel `γ|ν|`. -/
theorem ohmic_kernel (γ ν : ℝ) : spectralKernel (fun w => γ * w) ν = γ * |ν| := by
  have h1 : ∫ w in Set.Ioi (0 : ℝ), γ * w / w * (ν ^ 2 / (w ^ 2 + ν ^ 2))
      = γ * ∫ w in Set.Ioi (0 : ℝ), |ν| ^ 2 / (w ^ 2 + |ν| ^ 2) := by
    rw [← integral_const_mul]
    refine setIntegral_congr_fun measurableSet_Ioi fun w hw => ?_
    have hw0 : w ≠ 0 := (Set.mem_Ioi.mp hw).ne'
    simp only [sq_abs]
    rw [mul_div_cancel_right₀ _ hw0]
  simp only [spectralKernel]
  rw [h1]
  rcases eq_or_ne ν 0 with rfl | hν
  · simp
  · rw [(lorentzian_integral (abs_pos.mpr hν)).2]
    field_simp

end

end InstantonBath
```

The proof cancels w in the integrand, which is allowed because w > 0 on the domain, and then separates ν = 0 from ν ≠ 0. The constant γ stands for the friction coefficient of the classical equation of motion, where the bath exerts on the mass-weighted coordinate a memoryless friction force, equal to −γ times its velocity, in addition to a fluctuating thermal force. Physically γ ≥ 0, although the identity holds for every real γ. The density γw has no upper cutoff, whereas a real bath has a finite bandwidth. If its spectral density is γw up to a cutoff, γ|ν| is a good approximation only for |ν| well below that cutoff.

Replacing K(ν_k) by γ|ν_k| in the minimum for a path suggests the Ohmic damping term (γ/2) Σ_k |ν_k| q_k². That replacement is a physical limit of infinitely many oscillators, and no theorem here carries it out.

```lean
#print axioms InstantonBath.bath_raises_action_iff
#print axioms InstantonBath.dampingKernel_discretised
#print axioms InstantonBath.ohmic_kernel
```

```
'InstantonBath.bath_raises_action_iff' depends on axioms: [propext, Classical.choice, Quot.sound]
'InstantonBath.dampingKernel_discretised' depends on axioms: [propext, Classical.choice, Quot.sound]
'InstantonBath.ohmic_kernel' depends on axioms: [propext, Classical.choice, Quot.sound]
```
